# A non-interacting electron on a two-site bond gives a positive energy curvature equal to the negative inverse response

One electron occupies a bond whose sites have energies $a$ and $0$ and are joined by a hopping amplitude $-t$, with $t>0$. Its state is a pair of complex amplitudes $(\psi_0,\psi_1)$ with $|\psi_0|^2+|\psi_1|^2=1$, and $p=|\psi_0|^2$ is the occupation of the first site. Write $R=\sqrt{a^2+4t^2}$, $n(a)=(1-a/R)/2$ and $F(n)=-2t\sqrt{n(1-n)}$. Here $n(a)$ is the ground-state occupation of the first site, and $F(n)$ is the least hopping energy when that occupation is held at $n$. The physical question is how much energy curvature appears when the occupation is constrained, although no electron repels another. The answer is $F''(n(a))=-1/n'(a)>0$.

```lean
import Mathlib

open Matrix Filter

namespace TwoSiteLinearResponse

noncomputable section
```

The matrix `hamiltonian` fixes the signs, and indices 0 and 1 label the first and second site.

```lean
/-- The one-electron Hamiltonian of a two-site bond with site energies `a` and `0`
and hopping amplitude `-t`. -/
def hamiltonian (t a : ℝ) : Matrix (Fin 2) (Fin 2) ℂ :=
  !![(a : ℂ), -(t : ℂ); -(t : ℂ), 0]
```

`energy` is the expectation value. The matrix is Hermitian, so taking the real part discards nothing.

```lean
/-- The energy expectation value of the state with site amplitudes `ψ`. -/
def energy (t a : ℝ) (ψ : Fin 2 → ℂ) : ℝ :=
  (star ψ ⬝ᵥ (hamiltonian t a *ᵥ ψ)).re

/-- The site probabilities add up to one electron. -/
def Normalized (ψ : Fin 2 → ℂ) : Prop :=
  Complex.normSq (ψ 0) + Complex.normSq (ψ 1) = 1

/-- A ground state is a normalized state of least energy among all normalized states. -/
def IsGroundState (t a : ℝ) (ψ : Fin 2 → ℂ) : Prop :=
  Normalized ψ ∧ ∀ φ, Normalized φ → energy t a ψ ≤ energy t a φ
```

The name `coherence` stands for the real part $c=\mathrm{Re}(\psi_0^*\psi_1)$ only. `gap` is $R$, the splitting of the two one-electron levels.

```lean
/-- The real part of the coherence between the two sites. -/
def coherence (ψ : Fin 2 → ℂ) : ℝ := (star (ψ 0) * ψ 1).re

/-- The energy scale `√(a² + 4t²)` of the bond. -/
def gap (t a : ℝ) : ℝ := √(a ^ 2 + 4 * t ^ 2)
```

`occupation` and `hoppingEnergy` are closed formulas for $n(a)$ and $F(n)$. Their physical meaning is established below.

```lean
/-- The occupation formula `n(a) = (1 - a/√(a² + 4t²))/2` for the first site,
for `a` and `t` not both zero. -/
def occupation (t a : ℝ) : ℝ := (1 - a / gap t a) / 2

/-- The formula `-2t√(n(1-n))`, which for `t ≥ 0` and `n` in `[0, 1]` is the least hopping energy at
occupation `n` of the first site. -/
def hoppingEnergy (t n : ℝ) : ℝ := -2 * t * √(n * (1 - n))
```

## Normalisation: exactly one electron

Multiplying out the expectation value gives

$$E=a|\psi_0|^2-t(\psi_0^*\psi_1+\psi_1^*\psi_0)=ap-2tc .$$

This needs no normalisation, and `energy_eq` assumes none.

```lean
/-- The energy is the site energy times the occupation, minus `2t` times the coherence. -/
theorem energy_eq (t a : ℝ) (ψ : Fin 2 → ℂ) :
    energy t a ψ = a * Complex.normSq (ψ 0) - 2 * t * coherence ψ := by
  simp [energy, hamiltonian, coherence, Matrix.mulVec, dotProduct, Fin.sum_univ_two,
    Complex.normSq_apply]
  ring
```

Normalisation enters through $|\psi_1|^2=1-p$. Since $|\psi_0|^2|\psi_1|^2-c^2=(\mathrm{Im}\,\psi_0^*\psi_1)^2\ge0$,

$$c^2\le p(1-p).$$

The proof replaces $1-p$ by $|\psi_1|^2$ and supplies the same square to `nlinarith`. Without normalisation the bound can fail: amplitudes $(2,2)$ give $c^2=16$ but $p(1-p)=-12$.

```lean
/-- In a normalized state the squared coherence is at most `n(1-n)`, with `n` the
occupation of the first site. -/
theorem coherence_sq_le {ψ : Fin 2 → ℂ} (h : Normalized ψ) :
    coherence ψ ^ 2 ≤ Complex.normSq (ψ 0) * (1 - Complex.normSq (ψ 0)) := by
  have e : 1 - Complex.normSq (ψ 0) = Complex.normSq (ψ 1) := by
    unfold Normalized at h
    linarith
  rw [e]
  simp only [coherence, Complex.normSq_apply, Complex.star_def, Complex.mul_re,
    Complex.conj_re, Complex.conj_im]
  nlinarith [sq_nonneg ((ψ 0).re * (ψ 1).im - (ψ 0).im * (ψ 1).re)]
```

## Attainable occupations and non-negative hopping

Fix $p=n$ with $0\le n\le1$ and set $a=0$, leaving only the hopping energy. For $t\ge0$, multiplying $c\le\sqrt{n(1-n)}$ by $-2t$ gives

$$-2tc\ge-2t\sqrt{n(1-n)}=F(n).$$

The normalised amplitudes $(\sqrt n,\sqrt{1-n})$ attain equality. `IsLeast` records both facts: the value is reached, and no state with that occupation lies below it. The first half of the proof inserts these amplitudes; the second multiplies the coherence bound by $t$.

Outside $[0,1]$ no normalised state has the required occupation, so there is nothing to minimise over. For $t<0$ and $0<n<1$, $F(n)$ is the largest hopping energy instead of the least.

```lean
/-- For `t ≥ 0` and `0 ≤ n ≤ 1`, `-2t√(n(1-n))` is the least hopping energy among
normalized states with occupation `n` of the first site. -/
theorem hoppingEnergy_isLeast {t n : ℝ} (ht : 0 ≤ t) (h0 : 0 ≤ n) (h1 : n ≤ 1) :
    IsLeast {E | ∃ ψ, Normalized ψ ∧ Complex.normSq (ψ 0) = n ∧ energy t 0 ψ = E}
      (hoppingEnergy t n) := by
  constructor
  · -- real amplitudes of equal sign attain the bound
    have hc : coherence ![((√n : ℝ) : ℂ), ((√(1 - n) : ℝ) : ℂ)] = √n * √(1 - n) := by
      simp [coherence]
    refine ⟨![((√n : ℝ) : ℂ), ((√(1 - n) : ℝ) : ℂ)], ?_, ?_, ?_⟩
    · simp [Normalized, Complex.normSq_ofReal, Real.mul_self_sqrt h0,
        Real.mul_self_sqrt (sub_nonneg.2 h1)]
    · simp [Complex.normSq_ofReal, Real.mul_self_sqrt h0]
    · rw [energy_eq, hc, hoppingEnergy, Real.sqrt_mul h0]
      ring
  · rintro E ⟨ψ, hψ, hn, rfl⟩
    have hs := coherence_sq_le hψ
    rw [hn] at hs
    have hle := (le_abs_self _).trans (Real.abs_le_sqrt hs)
    have hm := mul_le_mul_of_nonneg_left hle ht
    rw [energy_eq, hoppingEnergy]
    linarith
```

## Strictly positive hopping: the sites stay connected

With $t>0$ we have $R>0$, so $u=a/R$ and $v=t/R$ are defined and satisfy $u^2+4v^2=1$. As $v>0$, it follows that $-1<u<1$ and $0<n(a)<1$. Moreover,

$$n(a)(1-n(a))=\frac{1-u^2}{4}=v^2,\qquad \sqrt{n(a)(1-n(a))}=\frac tR.$$

`occupation_facts` collects these statements for the later proofs. If $t=0$ and $a=0$, every normalised state has energy zero, and the ground-state occupation is undetermined.

```lean
/-- For `t > 0` the energy scale `√(a² + 4t²)` is positive, the occupation formula lies strictly
between 0 and 1, and `√(n(1-n)) = t/√(a² + 4t²)`; the ratios `a/√(a² + 4t²)` and `2t/√(a² + 4t²)`
have squares adding up to one. -/
theorem occupation_facts {t : ℝ} (ht : 0 < t) (a : ℝ) :
    0 < gap t a ∧ (a / gap t a) ^ 2 + 4 * (t / gap t a) ^ 2 = 1 ∧
      0 < occupation t a ∧ occupation t a < 1 ∧
      √(occupation t a * (1 - occupation t a)) = t / gap t a := by
  have hR : 0 < gap t a := Real.sqrt_pos.2 (by positivity)
  have hsq : gap t a ^ 2 = a ^ 2 + 4 * t ^ 2 := Real.sq_sqrt (by positivity)
  have hu : (a / gap t a) ^ 2 + 4 * (t / gap t a) ^ 2 = 1 := by
    rw [div_pow, div_pow, ← mul_div_assoc, ← add_div, ← hsq]
    exact div_self (pow_ne_zero 2 hR.ne')
  have hv : 0 < t / gap t a := div_pos ht hR
  have hv2 : 0 < (t / gap t a) ^ 2 := pow_pos hv 2
  have hlt : a / gap t a < 1 := by
    by_contra h
    nlinarith [sq_nonneg (a / gap t a - 1)]
  have hgt : -1 < a / gap t a := by
    by_contra h
    nlinarith [sq_nonneg (a / gap t a + 1)]
  refine ⟨hR, hu, by unfold occupation; linarith, by unfold occupation; linarith, ?_⟩
  have e : occupation t a * (1 - occupation t a) = (t / gap t a) ^ 2 := by
    unfold occupation
    linear_combination (-1 / 4 : ℝ) * hu
  rw [e, Real.sqrt_sq hv.le]
```

## Least energy fixes the occupation

The ground-state condition selects $n(a)$ from all occupations in $[0,1]$. To see how, use $2vc\le c^2+v^2\le p(1-p)+v^2$, where the first inequality is $(c-v)^2\ge0$. Then

$$\begin{aligned}
\frac{E}{R}-\frac{u-1}{2}
&=up-2vc+\frac{1-u}{2}\\
&\ge p^2-(1-u)p+\frac{1-u}{2}-\frac{1-u^2}{4}\\
&=\left(p-\frac{1-u}{2}\right)^2 .
\end{aligned}$$

Multiplication by $R$ yields

$$E-\frac{a-R}{2}\ge R\,(p-n(a))^2 .$$

In `energy_bound`, `core` is the inequality in units of $R$, and the remaining lines restore the units.

```lean
/-- For `t > 0`, the energy of a normalized state exceeds `(a - √(a² + 4t²))/2` by at
least `√(a² + 4t²)` times the squared deviation of its occupation from `n(a)`. -/
theorem energy_bound {t : ℝ} (ht : 0 < t) (a : ℝ) {ψ : Fin 2 → ℂ} (h : Normalized ψ) :
    gap t a * (Complex.normSq (ψ 0) - occupation t a) ^ 2 ≤
      energy t a ψ - (a - gap t a) / 2 := by
  obtain ⟨hR, hu, -⟩ := occupation_facts ht a
  -- the inequality in units of the energy scale
  have core : ∀ u v p s : ℝ, u ^ 2 + 4 * v ^ 2 = 1 → s ^ 2 ≤ p * (1 - p) →
      (p - (1 - u) / 2) ^ 2 ≤ u * p - 2 * v * s - (u - 1) / 2 := by
    intro u v p s h1 h2
    nlinarith [sq_nonneg (s - v)]
  have hm := mul_le_mul_of_nonneg_left (core _ _ _ _ hu (coherence_sq_le h)) hR.le
  have ha : gap t a * (a / gap t a) = a := mul_div_cancel₀ a hR.ne'
  have hb : gap t a * (t / gap t a) = t := mul_div_cancel₀ t hR.ne'
  rw [energy_eq]
  refine hm.trans (le_of_eq ?_)
  linear_combination (Complex.normSq (ψ 0) - 1 / 2) * ha - 2 * coherence ψ * hb
```

The minimising state from the constrained problem at $n(a)$ has energy

$$a\,n(a)-\frac{2t^2}{R}=\frac a2-\frac{a^2+4t^2}{2R}=\frac{a-R}{2}.$$

It reaches the lower bound and is therefore a ground state. Any other ground state has the same energy, so its squared deviation from $n(a)$ must vanish. The Lean proof follows these two steps, with `χ` as the minimising state. Without the least-energy condition, a normalised state can have any occupation between 0 and 1.

```lean
/-- For `t > 0` the bond has a ground state, and every ground state has occupation
`n(a) = (1 - a/√(a² + 4t²))/2` on the first site. -/
theorem groundState_occupation {t : ℝ} (ht : 0 < t) (a : ℝ) :
    (∃ ψ, IsGroundState t a ψ) ∧
      ∀ ψ, IsGroundState t a ψ → Complex.normSq (ψ 0) = occupation t a := by
  obtain ⟨hR, hu, h0, h1, hs⟩ := occupation_facts ht a
  obtain ⟨χ, hχ, hn, hE⟩ := (hoppingEnergy_isLeast ht.le h0.le h1.le).1
  have ha : gap t a * (a / gap t a) = a := mul_div_cancel₀ a hR.ne'
  have hb : gap t a * (t / gap t a) = t := mul_div_cancel₀ t hR.ne'
  -- the constrained minimizer at n(a) reaches the lower bound
  have hmin : energy t a χ = (a - gap t a) / 2 := by
    rw [energy_eq, hoppingEnergy, hs] at hE
    rw [energy_eq, hn]
    unfold occupation
    linear_combination hE + (a / gap t a / 2) * ha + 2 * (t / gap t a) * hb
      - (gap t a / 2) * hu
  refine ⟨⟨χ, hχ, fun φ hφ => ?_⟩, fun ψ hψ => ?_⟩
  · have hb' := energy_bound ht a hφ
    have := mul_nonneg hR.le (sq_nonneg (Complex.normSq (φ 0) - occupation t a))
    linarith
  · have hb' := energy_bound ht a hψ.1
    have hle := hψ.2 χ hχ
    have hz : (Complex.normSq (ψ 0) - occupation t a) ^ 2 ≤ 0 := by
      by_contra hc
      have := mul_pos hR (not_le.1 hc)
      linarith
    exact sub_eq_zero.1 (pow_eq_zero_iff two_ne_zero |>.1 (le_antisymm hz (sq_nonneg _)))
```

The response to the site energy follows from $R'(a)=a/R$:

$$n'(a)=-\frac12\left(\frac1R-\frac{a^2}{R^3}\right)=-\frac{2t^2}{R^3}<0 .$$

Positive hopping makes this strictly negative. At $t=0$ and $a\ne0$ the electron sits entirely on the lower site, the response is zero, and it has no inverse. `hasDerivAt_occupation` applies the chain and quotient rules in the same way.

```lean
/-- For `t > 0` the response of the occupation to the site energy is
`n'(a) = -2t²/(a² + 4t²)^(3/2)`. -/
theorem hasDerivAt_occupation {t : ℝ} (ht : 0 < t) (a : ℝ) :
    HasDerivAt (occupation t) (-(2 * t ^ 2 / gap t a ^ 3)) a := by
  have hR := (occupation_facts ht a).1
  have hsq : gap t a ^ 2 = a ^ 2 + 4 * t ^ 2 := Real.sq_sqrt (by positivity)
  have h1 : HasDerivAt (fun x : ℝ => x ^ 2 + 4 * t ^ 2) (2 * a) a :=
    ((hasDerivAt_pow 2 a).add_const (4 * t ^ 2)).congr_deriv (by norm_num)
  have h2 : HasDerivAt (gap t) (2 * a / (2 * gap t a)) a := h1.sqrt (by positivity)
  rw [mul_div_mul_left a _ two_ne_zero] at h2
  have ha : a ^ 2 = gap t a ^ 2 - 4 * t ^ 2 := by linarith
  have e : a * (a / gap t a) = gap t a - 4 * t ^ 2 / gap t a := by
    rw [← mul_div_assoc, ← sq, ha, sub_div, sq (gap t a), mul_self_div_self]
  have h3 := (((hasDerivAt_id' a).fun_div h2 hR.ne').const_sub 1).div_const 2
  refine HasDerivAt.congr_deriv h3 ?_
  rw [e]
  ring
```

## Occupations away from empty and full

For $0<n<1$ the electron has a non-zero probability on both sites. Then $q(n)=\sqrt{n(1-n)}$ is positive and can be differentiated:

$$q'(n)=\frac{1-2n}{2q},\qquad F'(n)=-\frac{t(1-2n)}{q}.$$

The strict inequalities supply the non-zero argument needed by the square-root rule. At $n=0$ or $n=1$ the slope of $q$ diverges. The theorem returns the derivatives of both $F$ and $q$, because the second is needed again.

```lean
/-- For `0 < n < 1` the function `hoppingEnergy t` has slope `-t(1-2n)/√(n(1-n))` at `n`, and
`√(x(1-x))` has slope `(1-2n)/(2√(n(1-n)))` at `x = n`. -/
theorem hasDerivAt_hoppingEnergy (t : ℝ) {n : ℝ} (h0 : 0 < n) (h1 : n < 1) :
    HasDerivAt (hoppingEnergy t) (-(t * (1 - 2 * n) / √(n * (1 - n)))) n ∧
      HasDerivAt (fun x : ℝ => √(x * (1 - x))) ((1 - 2 * n) / (2 * √(n * (1 - n)))) n := by
  have hp : HasDerivAt (fun x : ℝ => x * (1 - x)) (1 - 2 * n) n :=
    ((hasDerivAt_id' n).fun_mul ((hasDerivAt_id' n).const_sub 1)).congr_deriv (by ring)
  have hs : HasDerivAt (fun x : ℝ => √(x * (1 - x)))
      ((1 - 2 * n) / (2 * √(n * (1 - n)))) n :=
    hp.sqrt (mul_pos h0 (sub_pos.2 h1)).ne'
  exact ⟨(hs.const_mul (-2 * t)).congr_deriv (by ring), hs⟩
```

## Slope and curvature at the ground state

The only remaining hypothesis is $t>0$; it already places $n(a)$ inside the open interval. Since $1-2n(a)=a/R$ and $q(n(a))=t/R$,

$$F'(n(a))=-\frac{t(a/R)}{t/R}=-a.$$

This is the balance between site energy and hopping: $an+F(n)$ is stationary at $n(a)$. A second differentiation gives

$$F''(n)=\frac{t\,[4q^2+(1-2n)^2]}{2q^3}=\frac{t}{2q^3},$$

because the bracket equals 1. At $n(a)$ this becomes

$$F''(n(a))=\frac{R^3}{2t^2}=-\frac1{n'(a)}>0 .$$

The three parts of the theorem are the slope, the second derivative and its sign. For the second, Lean needs the formula for $F'$ throughout a neighbourhood of $n(a)$; `hev` provides it, and the quotient rule is then applied. For $t<0$ the least hopping energy is $-2|t|\sqrt{n(1-n)}$ instead of $F(n)$, and its curvature is again positive.

```lean
/-- For `t > 0`, at the ground-state occupation `n(a)` the constrained hopping energy has
slope `-a` and second derivative `-1/n'(a)`, which is positive. -/
theorem curvature_eq_neg_inv_response {t : ℝ} (ht : 0 < t) (a : ℝ) :
    HasDerivAt (hoppingEnergy t) (-a) (occupation t a) ∧
      HasDerivAt (deriv (hoppingEnergy t)) (-1 / deriv (occupation t) a)
        (occupation t a) ∧
      0 < -1 / deriv (occupation t) a := by
  obtain ⟨hR, hu, h0, h1, hs⟩ := occupation_facts ht a
  have hd := hasDerivAt_hoppingEnergy t h0 h1
  have hx : 1 - 2 * occupation t a = a / gap t a := by
    unfold occupation
    ring
  have hinv : -1 / deriv (occupation t) a = gap t a ^ 3 / (2 * t ^ 2) := by
    rw [(hasDerivAt_occupation ht a).deriv, neg_div_neg_eq, one_div_div]
  rw [hs, hx] at hd
  refine ⟨hd.1.congr_deriv ?_, ?_, ?_⟩
  · rw [mul_div_assoc, div_div_div_cancel_right₀ hR.ne', mul_div_cancel₀ a ht.ne']
  · -- near n(a) the slope is given by the closed formula, which is differentiated again
    have hev : deriv (hoppingEnergy t) =ᶠ[nhds (occupation t a)]
        fun x => -(t * (1 - 2 * x) / √(x * (1 - x))) := by
      filter_upwards [Ioo_mem_nhds h0 h1] with x hx
      exact (hasDerivAt_hoppingEnergy t hx.1 hx.2).1.deriv
    have hnum : HasDerivAt (fun x : ℝ => t * (1 - 2 * x)) (-2 * t) (occupation t a) :=
      ((((hasDerivAt_id' (occupation t a)).const_mul 2).const_sub 1).const_mul
        t).congr_deriv (by ring)
    have hne : √(occupation t a * (1 - occupation t a)) ≠ 0 := by
      rw [hs]
      exact (div_pos ht hR).ne'
    have hq := (hnum.fun_div hd.2 hne).fun_neg
    refine (hq.congr_deriv ?_).congr_of_eventuallyEq hev
    have hsq : gap t a ^ 2 = a ^ 2 + 4 * t ^ 2 := Real.sq_sqrt (by positivity)
    rw [hinv, hs, hx]
    have ht0 := ht.ne'
    have hR0 := hR.ne'
    field_simp
    linear_combination -hsq
  · rw [hinv]
    positivity

end

end TwoSiteLinearResponse
```

## The curvature subtracted in a linear-response U

In a linear-response calculation of the Hubbard $U$, a small potential shift is applied to a localised subspace. The occupation change is recorded once with the electron-interaction potential frozen, giving $\chi_0$, and once after self-consistency, giving $\chi$. For a single scalar response,

$$U=\chi_0^{-1}-\chi^{-1}.$$

Changing $a$ plays the part of the shift. In this non-interacting, one-electron bond there is no potential to update, so $\chi=\chi_0=n'(a)$ and $U=0$. With $a=0$ and $t=1$ eV, the response is $-0.25\ \mathrm{eV}^{-1}$. The constrained energy has a curvature of 4 eV, all of it from hopping, and the subtraction removes it.

In a material, $\chi_0$ is the frozen-potential response of many Kohn–Sham electrons, projected onto a localised subspace. The theorems above treat one electron on two sites and do not cover that case.

```lean
#print axioms TwoSiteLinearResponse.groundState_occupation
#print axioms TwoSiteLinearResponse.curvature_eq_neg_inv_response
```

```
'TwoSiteLinearResponse.groundState_occupation' depends on axioms: [propext, Classical.choice, Quot.sound]
'TwoSiteLinearResponse.curvature_eq_neg_inv_response' depends on axioms: [propext, Classical.choice, Quot.sound]
```
